# An isotropic finite hole of charge −1 obeys the plasmon law for S(k) exactly when its quadratic Ewald energy per electron is −ω/(4N)

## Hole, structure factor and units

Hartree atomic units are used throughout. An electron sits at the origin, and its exchange-correlation hole is modelled by finitely many weights $h_j$ at positions $r_j\in\mathbb R^3$. The weights count electrons, so a hole of charge $-1$ is one missing electron. The simulation cell has volume $V$ and holds $N$ electrons.

```lean
import Mathlib

open Filter Topology Matrix Real

namespace FiniteSizeHole

noncomputable section

variable {ι : Type*} [Fintype ι]
```

The index $j$ runs over a finite type `ι`, so every sum over the hole is a finite sum. The opened namespaces give access to the notation for limits, vectors and $\pi$.

```lean
/-- Structure factor `S(k) = 1 + ∑ h_j cos(k · r_j)` of a hole with weights `h_j` at `r_j`. -/
def structureFactor (h : ι → ℝ) (r : ι → Fin 3 → ℝ) (k : Fin 3 → ℝ) : ℝ :=
  1 + ∑ j, h j * Real.cos (k ⬝ᵥ r j)
```

A vector is a function `Fin 3 → ℝ`, that is, three real components numbered 0, 1, 2, and `⬝ᵥ` is the dot product. The definition reads
$$S(k)=1+\sum_j h_j\cos(k\cdot r_j).$$
Only the cosine appears, as is appropriate for a hole averaged over inversion.

```lean
/-- The second-moment matrix of the hole is `m/3` times the identity. -/
def IsIsotropic (h : ι → ℝ) (r : ι → Fin 3 → ℝ) (m : ℝ) : Prop :=
  ∀ a b, ∑ j, h j * r j a * r j b = if a = b then m / 3 else 0
```

This is a condition on the hole, with components labelled $a,b$:
$$\sum_j h_j\,r_{j,a}\,r_{j,b}=\frac m3\,\delta_{ab}.$$
Taking the trace gives $m=\sum_j h_j|r_j|^2$. Since the hole is a depletion of electrons, $m$ is typically negative.

```lean
/-- Energy per electron from the quadratic part `(1/2) r · D r` of the Ewald interaction:
half the interaction of an electron with its hole. -/
def ewaldQuadraticEnergy (h : ι → ℝ) (r : ι → Fin 3 → ℝ) (D : Matrix (Fin 3) (Fin 3) ℝ) : ℝ :=
  (1 / 2) * ∑ j, h j * ((1 / 2) * (r j ⬝ᵥ D *ᵥ r j))
```

At short distance the Ewald interaction is $1/r$ plus a constant plus a quadratic term $\tfrac12\,r\cdot Dr$, followed by higher orders. The definition keeps the quadratic term alone. `D *ᵥ r j` is the matrix $D$ applied to $r_j$, and the energy per electron is
$$E_2=\frac12\sum_j h_j\,\frac12\,r_j\cdot Dr_j .$$
The outer factor $\tfrac12$ avoids counting each pair twice.

```lean
/-- Plasma frequency, in atomic units, of `N` electrons in a cell of volume `V`. -/
def plasmaFrequency (N : ℕ) (V : ℝ) : ℝ := √(4 * π * N / V)
```

This is $\omega=\sqrt{4\pi N/V}$, the plasma frequency at density $N/V$.

## The small-k limit and the charge of the hole

```lean
/-- The second-order behaviour of the cosine at the origin. -/
theorem tendsto_cos_sub_one_div_sq (x : ℝ) :
    Tendsto (fun t : ℝ => (Real.cos (t * x) - 1) / t ^ 2) (𝓝[≠] 0) (𝓝 (-(x ^ 2 / 2))) := by
  have hd : HasDerivAt (fun t : ℝ => Real.sin (t * (x / 2))) (x / 2) 0 :=
    (((hasDerivAt_id (0 : ℝ)).mul_const (x / 2)).sin).congr_deriv (by simp)
  have h2 := ((hasDerivAt_iff_tendsto_slope_zero.mp hd).pow 2).const_mul (-2 : ℝ)
  rw [show (-2 : ℝ) * (x / 2) ^ 2 = -(x ^ 2 / 2) by ring] at h2
  refine h2.congr fun t => ?_
  -- half-angle formula
  have hc : Real.cos (t * x) = 1 - 2 * Real.sin (t * (x / 2)) ^ 2 := by
    have h3 := Real.cos_two_mul (t * (x / 2))
    have h4 := Real.sin_sq_add_cos_sq (t * (x / 2))
    rw [show t * x = 2 * (t * (x / 2)) by ring, h3]
    linarith
  rw [hc]
  simp only [zero_add, zero_mul, Real.sin_zero, sub_zero, smul_eq_mul]
  ring
```

`Tendsto f (𝓝[≠] 0) (𝓝 L)` says that $f(t)\to L$ as $t\to0$ through nonzero values. The theorem states
$$\frac{\cos(tx)-1}{t^2}\to-\frac{x^2}{2}.$$
By hand, the half-angle formula gives
$$\frac{\cos(tx)-1}{t^2}=-2\left(\frac{\sin(tx/2)}{t}\right)^2 .$$
The quotient in brackets is the difference quotient of $\sin(tx/2)$ at $t=0$ and tends to the derivative $x/2$. The result is $-2\,(x/2)^2=-x^2/2$. In Lean, `hd` is the derivative, `h2` squares the limit and multiplies it by $-2$, and `hc` is the half-angle formula.

```lean
/-- For any hole of total charge `-1`, `S(tu)/t²` tends to minus half the second moment of the
hole along `u`. -/
theorem structureFactor_limit (h : ι → ℝ) (r : ι → Fin 3 → ℝ) (hq : ∑ j, h j = -1)
    (u : Fin 3 → ℝ) :
    Tendsto (fun t : ℝ => structureFactor h r (t • u) / t ^ 2) (𝓝[≠] 0)
      (𝓝 (-(1 / 2) * ∑ j, h j * (u ⬝ᵥ r j) ^ 2)) := by
  have hs := tendsto_finsetSum Finset.univ
    (fun j _ => (tendsto_cos_sub_one_div_sq (u ⬝ᵥ r j)).const_mul (h j))
  have e : ∑ j, h j * (-((u ⬝ᵥ r j) ^ 2 / 2)) = -(1 / 2) * ∑ j, h j * (u ⬝ᵥ r j) ^ 2 := by
    rw [Finset.mul_sum]
    exact Finset.sum_congr rfl fun j _ => by ring
  rw [e] at hs
  refine hs.congr fun t => ?_
  -- the charge of the hole cancels the constant term of `S`
  have hS : structureFactor h r (t • u) = ∑ j, h j * (Real.cos (t * (u ⬝ᵥ r j)) - 1) := by
    simp only [structureFactor, smul_dotProduct, smul_eq_mul, mul_sub, mul_one,
      Finset.sum_sub_distrib, hq]
    ring
  rw [hS, Finset.sum_div]
  exact Finset.sum_congr rfl fun j _ => by ring
```

The hypothesis `hq` says $\sum_j h_j=-1$: the hole removes exactly one electron. The vector $u$ is still arbitrary. The charge lets us write $1=-\sum_j h_j$, so
$$S(tu)=\sum_j h_j\bigl[\cos(t\,u\cdot r_j)-1\bigr],$$
which is `hS` in the proof. Dividing by $t^2$ and using the previous limit in each term gives
$$\frac{S(tu)}{t^2}\to-\frac12\sum_j h_j\,(u\cdot r_j)^2 .$$

```lean
/-- If `S(tu)/t²` has a finite limit as `t → 0`, the hole has total charge `-1`. -/
theorem charge_of_limit (h : ι → ℝ) (r : ι → Fin 3 → ℝ) (u : Fin 3 → ℝ) (L : ℝ)
    (hL : Tendsto (fun t : ℝ => structureFactor h r (t • u) / t ^ 2) (𝓝[≠] 0) (𝓝 L)) :
    ∑ j, h j = -1 := by
  have hsq : Tendsto (fun t : ℝ => t ^ 2) (𝓝[≠] 0) (𝓝 0) :=
    ((continuous_pow 2).tendsto' 0 0 (by norm_num)).mono_left nhdsWithin_le_nhds
  have h0 : Tendsto (fun t : ℝ => structureFactor h r (t • u)) (𝓝[≠] 0) (𝓝 (L * 0)) := by
    refine (hL.mul hsq).congr' ?_
    filter_upwards [self_mem_nhdsWithin] with t ht
    have ht' : t ≠ 0 := ht
    exact div_mul_cancel₀ _ (pow_ne_zero 2 ht')
  have hc : Continuous (fun t : ℝ => structureFactor h r (t • u)) := by
    simp only [structureFactor, smul_dotProduct, smul_eq_mul]
    fun_prop
  have h1 : Tendsto (fun t : ℝ => structureFactor h r (t • u)) (𝓝[≠] 0) (𝓝 (1 + ∑ j, h j)) :=
    (hc.tendsto' 0 _ (by simp [structureFactor])).mono_left nhdsWithin_le_nhds
  have := tendsto_nhds_unique h0 h1
  linarith
```

Here the charge is a conclusion. Suppose $S(tu)/t^2$ has some finite limit $L$. Then $S(tu)=\bigl(S(tu)/t^2\bigr)\,t^2\to L\cdot0=0$, which is `h0`. But $S$ is continuous, so $S(tu)\to S(0)=1+\sum_j h_j$, which is `h1`. The two limits agree, hence $\sum_j h_j=-1$. A quadratic small-$k$ law therefore already contains the sum rule for the hole.

## What isotropy does to a quadratic form

```lean
/-- An isotropic hole sees only the trace of a quadratic interaction. -/
theorem isotropic_average {h : ι → ℝ} {r : ι → Fin 3 → ℝ} {m : ℝ} (hm : IsIsotropic h r m)
    (D : Matrix (Fin 3) (Fin 3) ℝ) :
    ∑ j, h j * (r j ⬝ᵥ D *ᵥ r j) = m / 3 * D.trace := by
  have hm' : ∀ a b, ∑ j, h j * r j a * r j b = if a = b then m / 3 else 0 := hm
  calc ∑ j, h j * (r j ⬝ᵥ D *ᵥ r j)
      = ∑ a, ∑ b, D a b * ∑ j, h j * r j a * r j b := by
        simp only [Matrix.mulVec, dotProduct, Fin.sum_univ_three, Finset.mul_sum,
          ← Finset.sum_add_distrib]
        exact Finset.sum_congr rfl fun j _ => by ring
    _ = m / 3 * D.trace := by
        simp only [hm', mul_ite, mul_zero, Finset.sum_ite_eq, Finset.mem_univ, if_true,
          Matrix.trace, Matrix.diag_apply]
        rw [Finset.mul_sum]
        exact Finset.sum_congr rfl fun a _ => mul_comm _ _
```

For any real matrix $D$, writing out the components and exchanging the sums gives
$$\sum_j h_j\,r_j\cdot Dr_j=\sum_{a,b}D_{ab}\sum_j h_j r_{j,a}r_{j,b}=\sum_{a,b}D_{ab}\,\frac m3\,\delta_{ab}=\frac m3\operatorname{tr}D .$$
The two steps of the `calc` block are the first equality and the remaining two. This identity is used twice, with two different matrices.

```lean
/-- For an isotropic hole of charge `-1`, `S(tu)/t²` tends to `-m/6` along every unit
vector `u`. -/
theorem structureFactor_limit_isotropic {h : ι → ℝ} {r : ι → Fin 3 → ℝ} {m : ℝ}
    (hq : ∑ j, h j = -1) (hm : IsIsotropic h r m) {u : Fin 3 → ℝ} (hu : u ⬝ᵥ u = 1) :
    Tendsto (fun t : ℝ => structureFactor h r (t • u) / t ^ 2) (𝓝[≠] 0) (𝓝 (-m / 6)) := by
  have ht : (Matrix.vecMulVec u u).trace = 1 := by
    rw [← hu]
    simp only [Matrix.trace, Matrix.diag_apply, Matrix.vecMulVec_apply, dotProduct]
  have e : ∑ j, h j * (u ⬝ᵥ r j) ^ 2 = m / 3 := by
    have ha := isotropic_average hm (Matrix.vecMulVec u u)
    rw [ht, mul_one] at ha
    rw [← ha]
    refine Finset.sum_congr rfl fun j _ => ?_
    simp only [Matrix.mulVec, dotProduct, Matrix.vecMulVec_apply, Fin.sum_univ_three]
    ring
  have hl := structureFactor_limit h r hq u
  rw [e, show -(1 / 2) * (m / 3) = -m / 6 by ring] at hl
  exact hl
```

The first use takes $D=uu^{T}$, written `Matrix.vecMulVec u u`. Then $r\cdot Dr=(u\cdot r)^2$, and $\operatorname{tr}D=u\cdot u=1$ by the hypothesis `hu` that $u$ is a unit vector. Hence $\sum_j h_j(u\cdot r_j)^2=m/3$, and the general limit becomes
$$\frac{S(tu)}{t^2}\to-\frac12\cdot\frac m3=-\frac m6 ,$$
the same in every direction.

```lean
/-- If the quadratic Ewald term has trace `4π/V`, its energy for an isotropic hole is
`π m / (3V)`. -/
theorem ewaldQuadraticEnergy_isotropic {h : ι → ℝ} {r : ι → Fin 3 → ℝ} {m V : ℝ}
    (hm : IsIsotropic h r m) {D : Matrix (Fin 3) (Fin 3) ℝ} (hD : D.trace = 4 * π / V) :
    ewaldQuadraticEnergy h r D = π * m / (3 * V) := by
  have e : ewaldQuadraticEnergy h r D = (1 / 4) * ∑ j, h j * (r j ⬝ᵥ D *ᵥ r j) := by
    rw [ewaldQuadraticEnergy, Finset.mul_sum, Finset.mul_sum]
    exact Finset.sum_congr rfl fun j _ => by ring
  rw [e, isotropic_average hm, hD]
  ring
```

The second use takes the Ewald matrix. The hypothesis `hD`, $\operatorname{tr}D=4\pi/V$, stands for Poisson's equation: away from the point charges, the potential of a unit charge with its neutralising background has Laplacian $4\pi/V$, and the Laplacian of $\tfrac12 r\cdot Dr$ is $\operatorname{tr}D$. The cell need not be cubic. The trace is assumed here, and the Ewald sum is not constructed. The energy is
$$E_2=\frac14\cdot\frac m3\cdot\frac{4\pi}{V}=\frac{\pi m}{3V}.$$

## The equivalence

```lean
/-- For an isotropic hole of charge `-1`, a unit vector `u` and a quadratic Ewald term of trace
`4π/V`, the structure factor follows `S(tu) ~ t²/(2ω)` at small `t`, with `ω` the plasma frequency,
exactly when the quadratic Ewald energy per electron is `-ω/(4N)`. -/
theorem plasmon_law_iff_ewald_energy {h : ι → ℝ} {r : ι → Fin 3 → ℝ} {m V : ℝ} {N : ℕ}
    (hN : 0 < N) (hV : 0 < V) (hq : ∑ j, h j = -1) (hm : IsIsotropic h r m)
    {D : Matrix (Fin 3) (Fin 3) ℝ} (hD : D.trace = 4 * π / V)
    {u : Fin 3 → ℝ} (hu : u ⬝ᵥ u = 1) :
    Tendsto (fun t : ℝ => structureFactor h r (t • u) / (t ^ 2 / (2 * plasmaFrequency N V)))
        (𝓝[≠] 0) (𝓝 1) ↔
      ewaldQuadraticEnergy h r D = -plasmaFrequency N V / (4 * N) := by
  have hN' : (0 : ℝ) < N := Nat.cast_pos.mpr hN
  have hc : (N : ℝ) * (N : ℝ)⁻¹ = 1 := mul_inv_cancel₀ hN'.ne'
  have hpos : 0 < 4 * π * N / V := by positivity
  have hω : 0 < plasmaFrequency N V := Real.sqrt_pos.mpr hpos
  have hsq : plasmaFrequency N V ^ 2 = 4 * π * N / V := Real.sq_sqrt hpos.le
  have hE : ewaldQuadraticEnergy h r D = m * plasmaFrequency N V ^ 2 / (12 * N) := by
    rw [ewaldQuadraticEnergy_isotropic hm hD, hsq]
    linear_combination (-(π * m / (3 * V))) * hc
  rw [hE]
  generalize plasmaFrequency N V = ω at hω ⊢
  have hl : Tendsto (fun t : ℝ => structureFactor h r (t • u) / (t ^ 2 / (2 * ω)))
      (𝓝[≠] 0) (𝓝 (2 * ω * (-m / 6))) := by
    refine ((structureFactor_limit_isotropic hq hm hu).const_mul (2 * ω)).congr fun t => ?_
    rw [div_div_eq_mul_div]
    ring
  -- both sides say that `m ω = -3`
  constructor
  · intro h1
    have h2 := tendsto_nhds_unique hl h1
    have h3 : m * ω ^ 2 = -3 * ω := by linear_combination (-3 * ω) * h2
    rw [h3]
    ring
  · intro h1
    have h2 : m * ω ^ 2 = -3 * ω := by
      calc m * ω ^ 2 = m * ω ^ 2 / (12 * N) * (12 * N) := by field_simp
        _ = -ω / (4 * N) * (12 * N) := by rw [h1]
        _ = -3 * ω := by linear_combination (-3 * ω) * hc
    have h3 : m * ω = -3 := mul_right_cancel₀ hω.ne' (by linear_combination h2)
    rw [show 2 * ω * (-m / 6) = 1 by linear_combination (-1 / 3) * h3] at hl
    exact hl
```

The hypotheses are $N>0$, $V>0$, charge $-1$, isotropy, the trace condition and a unit vector $u$. On the left of `↔` stands the plasmon law as a ratio,
$$\frac{S(tu)}{t^2/(2\omega)}\to1,$$
and on the right stands $E_2=-\omega/(4N)$.

The law $S(k)\simeq k^2/(2\omega)$ is a physical input: it holds in the ground state when the plasmon exhausts the density fluctuations at long wavelength, as in the uniform electron gas. The theorem does not derive it. It says what the law is equivalent to for this hole.

By hand, both sides reduce to one equation.

1. By the isotropic limit, the ratio on the left tends to $2\omega\,(-m/6)=-m\omega/3$. This equals 1 exactly when $m\omega=-3$.
2. Since $\pi/V=\omega^2/(4N)$, the energy is $E_2=\pi m/(3V)=m\omega^2/(12N)$. This equals $-\omega/(4N)$ exactly when $m\omega^2=-3\omega$, and since $\omega>0$, exactly when $m\omega=-3$.

In the proof, `hl` is the limit in step 1 and `hE` the energy in step 2. After `hE` has been inserted, `generalize` replaces the plasma frequency by a positive number `ω`, because its square root is no longer needed. The two bullets after `constructor` are the two directions of the equivalence.

The right-hand side does not mention $u$. If the plasmon law holds along one unit vector, it therefore holds along all of them.

### From a limit to an equation: `tendsto_nhds_unique`

The forward direction starts from two statements about the same function of $t$: it tends to $2\omega(-m/6)$, and by assumption it tends to 1. The Mathlib theorem `tendsto_nhds_unique` turns them into the equation $2\omega(-m/6)=1$, and the rest is algebra. The same theorem yielded the charge of the hole above.

It needs two things. Limits in the target space must be unique, which holds in $\mathbb R$ because distinct points have disjoint neighbourhoods. The approach to the limit must also not be vacuous: there have to be nonzero $t$ arbitrarily close to 0. Lean finds both facts by itself, so the line in the proof names only the two limits.

## An octahedral hole

```lean
/-- The six vertices of an octahedron, at distance `|a|` from the origin along the axes. -/
def octahedron (a : ℝ) (p : Fin 3 × Bool) : Fin 3 → ℝ :=
  fun i => if i = p.1 then (if p.2 then a else -a) else 0
```

A label `p` is a pair: an axis, and a Boolean that chooses the sign. The corresponding point lies at $+a$ or $-a$ on that axis, where $a$ is now a length parameter and not an index.

```lean
/-- Six charges `-1/6` on an octahedron form an isotropic hole of charge `-1` with `m = -a²`, and
the cubic quadratic term `4π/(3V)` times the identity has trace `4π/V`. -/
theorem octahedron_witness (a V : ℝ) :
    ∑ _p : Fin 3 × Bool, (-1 / 6 : ℝ) = -1 ∧
      IsIsotropic (fun _ => -1 / 6) (octahedron a) (-a ^ 2) ∧
      ((4 * π / (3 * V)) • (1 : Matrix (Fin 3) (Fin 3) ℝ)).trace = 4 * π / V := by
  refine ⟨?_, ?_, ?_⟩
  · norm_num [Fintype.sum_prod_type, Fin.sum_univ_three]
  · intro i k
    fin_cases i <;> fin_cases k <;>
      simp [Fintype.sum_prod_type, octahedron] <;> ring
  · rw [Matrix.trace_smul, Matrix.trace_one, Fintype.card_fin, smul_eq_mul]
    push_cast
    ring

end

end FiniteSizeHole
```

Give each of the six points the weight $-\tfrac16$. The charge is $-1$. Each axis contributes $2\cdot(-\tfrac16)\,a^2=-a^2/3$ to its diagonal second moment, and the off-diagonal moments vanish because every point lies on an axis. So $m=-a^2$. The matrix $D=\frac{4\pi}{3V}\mathbf 1$, appropriate to a cubic cell, has trace $4\pi/V$. The proof checks the moments entry by entry: `fin_cases` splits the isotropy condition into its nine components.

The condition $m\omega=-3$ becomes $a^2=3/\omega$, so an octahedron of this size satisfies both sides of the equivalence. It is a test case for the hypotheses and not a physical hole: a real hole is spread out in space, since it cannot remove more electron density than is present at any point.

```lean
#print axioms FiniteSizeHole.charge_of_limit
-- 'FiniteSizeHole.charge_of_limit' depends on axioms: [propext, Classical.choice, Quot.sound]
#print axioms FiniteSizeHole.plasmon_law_iff_ewald_energy
-- 'FiniteSizeHole.plasmon_law_iff_ewald_energy' depends on axioms: [propext, Classical.choice, Quot.sound]
```

## The correction in a quantum Monte Carlo run

In a periodic variational or diffusion Monte Carlo calculation with the Ewald interaction, the quadratic term is an artefact of the finite cell: an electron interacts with its own hole through $\tfrac12 r\cdot Dr$ in addition to $1/r$. For a finite isotropic hole that obeys the plasmon law, this artefact is $-\omega/(4N)$ per electron, so removing it means adding $\omega/(4N)$ per electron, or $\omega/4$ for the whole cell.

The same correction can be taken from the simulation data. One accumulates $S(k)$ at the nonzero reciprocal vectors of the cell, extrapolates $S(k)/k^2$ to $k=0$, and adds
$$\frac{2\pi}{V}\lim_{k\to0}\frac{S(k)}{k^2}$$
per electron. With the limit $-m/6$ this is $-\pi m/(3V)=-E_2$, whether or not the plasmon law holds. With the limit $1/(2\omega)$ it is $\pi/(V\omega)=\omega/(4N)$.

This concerns the leading term of the interaction energy only. Higher orders of the Ewald expansion, the kinetic energy, and any change of the hole itself with cell size need separate treatment, as do holes whose slowly decaying tails a finite set of points cannot represent.
